# Repeated arithmetic and harmonic averaging of Voigt and Reuss moduli converges to their geometric mean

Suppose a polycrystal has a Voigt modulus of 4 and a Reuss modulus of 1, in some unit of stiffness. Averaging the stiffnesses gives 2.5. Averaging the compliances, 1/4 and 1, gives 0.625, which is a stiffness of 1.6. The same two bounds have produced two different estimates, and the choice between stiffness and compliance decides which one is reported.

The two answers can be taken as a new, narrower pair and averaged again. For positive scalar moduli with the Reuss value no larger than the Voigt value, this process has a single limit, and it is the same whether one works with stiffness or compliance.

```lean
import Mathlib

open Filter Topology

namespace HillAveragingIteration

noncomputable section
```

## The two means and the iteration

Let $V$ be the upper (Voigt, uniform-strain) modulus and $R$ the lower (Reuss, uniform-stress) modulus. One step replaces them by

$$V' = \frac{V+R}{2}, \qquad R' = \frac{2VR}{V+R}.$$

The second is the reciprocal of the averaged compliance.

```lean
/-- The arithmetic (Voigt-type) mean of two elastic moduli. -/
def voigtMean (V R : ℝ) : ℝ := (V + R) / 2

/-- The harmonic (Reuss-type) mean of two elastic moduli. -/
def reussMean (V R : ℝ) : ℝ := 2 * V * R / (V + R)
```

Write $(V_n, R_n)$ for the pair after $n$ steps, starting from $(V_0, R_0)$. In Lean this is `hill V₀ R₀ n`, with $V_n$ as component `.1` and $R_n$ as component `.2`. The name refers to the Hill average $(V_0+R_0)/2$ of the two bounds, which is $V_1$ here.

```lean
/-- The pair of moduli `(V, R)` after `n` steps of the averaging iteration
started from `(V₀, R₀)`. -/
def hill (V₀ R₀ : ℝ) : ℕ → ℝ × ℝ
  | 0 => (V₀, R₀)
  | n + 1 => (voigtMean (hill V₀ R₀ n).1 (hill V₀ R₀ n).2,
      reussMean (hill V₀ R₀ n).1 (hill V₀ R₀ n).2)
```

The moduli are real numbers, one pair at a time, such as the two bounds on a bulk or shear modulus. The orientation averages of the stiffness and compliance tensors that yield $V_0$ and $R_0$ are taken as already done. Both are positive when the crystal is mechanically stable; positive averages alone do not prove stability. The ordering $R_0 \le V_0$, which expresses that these are a lower and an upper bound, is assumed wherever it is used.

## Positivity and the conserved product

Sums, products and quotients of positive numbers are positive, so induction keeps both moduli positive.

```lean
/-- Positive initial moduli stay positive throughout the iteration. -/
theorem hill_pos {V₀ R₀ : ℝ} (hV : 0 < V₀) (hR : 0 < R₀) (n : ℕ) :
    0 < (hill V₀ R₀ n).1 ∧ 0 < (hill V₀ R₀ n).2 := by
  induction n with
  | zero => exact ⟨hV, hR⟩
  | succ n ih =>
    obtain ⟨h1, h2⟩ := ih
    simp only [hill, voigtMean, reussMean]
    constructor <;> positivity
```

The denominator $V+R$ is therefore nonzero and cancels:

$$V'R' = \frac{V+R}{2}\cdot\frac{2VR}{V+R} = VR.$$

Hence $V_nR_n = V_0R_0$ for every $n$. In the induction, `field_simp` carries out this cancellation.

```lean
/-- The product of the two moduli is conserved by the iteration. -/
theorem hill_product {V₀ R₀ : ℝ} (hV : 0 < V₀) (hR : 0 < R₀) (n : ℕ) :
    (hill V₀ R₀ n).1 * (hill V₀ R₀ n).2 = V₀ * R₀ := by
  induction n with
  | zero => rfl
  | succ n ih =>
    obtain ⟨h1, h2⟩ := hill_pos hV hR n
    have hs : (hill V₀ R₀ n).1 + (hill V₀ R₀ n).2 ≠ 0 := by positivity
    rw [← ih]
    simp only [hill, voigtMean, reussMean]
    field_simp
```

## The geometric mean stays between the bounds

Let $G = \sqrt{V_0R_0}$. The inequality $R' \le V'$ is equivalent to $4VR \le (V+R)^2$, that is, to $0 \le (V-R)^2$. The order thus holds after every step, and at $n=0$ it is the hypothesis. Together with the conserved product it gives

$$R_n^2 \le V_nR_n = G^2 \le V_n^2,$$

so $R_n \le G \le V_n$. The code supplies the square $(V-R)^2$ to `nlinarith` for the order, then compares squares to obtain the two bounds on the root.

```lean
/-- The geometric mean of the initial moduli lies between the two iterates at every step. -/
theorem hill_brackets {V₀ R₀ : ℝ} (hR : 0 < R₀) (hRV : R₀ ≤ V₀) (n : ℕ) :
    (hill V₀ R₀ n).2 ≤ √(V₀ * R₀) ∧ √(V₀ * R₀) ≤ (hill V₀ R₀ n).1 := by
  have hV : 0 < V₀ := lt_of_lt_of_le hR hRV
  obtain ⟨h1, h2⟩ := hill_pos hV hR n
  have hp := hill_product hV hR n
  -- the harmonic mean never exceeds the arithmetic mean
  have ho : (hill V₀ R₀ n).2 ≤ (hill V₀ R₀ n).1 := by
    cases n with
    | zero => exact hRV
    | succ n =>
      obtain ⟨k1, k2⟩ := hill_pos hV hR n
      simp only [hill, voigtMean, reussMean]
      rw [div_le_div_iff₀ (by positivity) (by norm_num)]
      nlinarith [sq_nonneg ((hill V₀ R₀ n).1 - (hill V₀ R₀ n).2)]
  constructor
  · rw [Real.le_sqrt' h2]
    nlinarith [mul_nonneg h2.le (sub_nonneg.2 ho)]
  · rw [Real.sqrt_le_iff]
    exact ⟨h1.le, by nlinarith [mul_nonneg h1.le (sub_nonneg.2 ho)]⟩
```

## The bounds close in

From $R_n \le V_n$ it follows that

$$V_{n+1}-V_n = -\frac{V_n-R_n}{2} \le 0, \qquad R_{n+1}-R_n = \frac{R_n(V_n-R_n)}{V_n+R_n} \ge 0.$$

```lean
/-- In one step the upper modulus does not increase and the lower modulus does not decrease. -/
theorem hill_step_monotone {V₀ R₀ : ℝ} (hR : 0 < R₀) (hRV : R₀ ≤ V₀) (n : ℕ) :
    (hill V₀ R₀ (n + 1)).1 ≤ (hill V₀ R₀ n).1 ∧
      (hill V₀ R₀ n).2 ≤ (hill V₀ R₀ (n + 1)).2 := by
  obtain ⟨h1, h2⟩ := hill_pos (lt_of_lt_of_le hR hRV) hR n
  obtain ⟨b1, b2⟩ := hill_brackets hR hRV n
  have ho := b1.trans b2
  simp only [hill, voigtMean, reussMean]
  constructor
  · linarith
  · rw [le_div_iff₀ (by positivity)]
    nlinarith [mul_nonneg h2.le (sub_nonneg.2 ho)]
```

Since $R_{n+1} \ge R_n$, the gap at least halves:

$$V_{n+1}-R_{n+1} \le \frac{V_n+R_n}{2}-R_n = \frac{V_n-R_n}{2}.$$

By induction, $V_n - R_n \le (V_0-R_0)/2^n$.

```lean
/-- After `n` steps the gap between the two moduli is at most the initial gap
divided by `2 ^ n`. -/
theorem hill_gap {V₀ R₀ : ℝ} (hR : 0 < R₀) (hRV : R₀ ≤ V₀) (n : ℕ) :
    (hill V₀ R₀ n).1 - (hill V₀ R₀ n).2 ≤ (V₀ - R₀) * (1 / 2) ^ n := by
  induction n with
  | zero => simp [hill]
  | succ n ih =>
    have hm := (hill_step_monotone hR hRV n).2
    have hv : (hill V₀ R₀ (n + 1)).1 =
        ((hill V₀ R₀ n).1 + (hill V₀ R₀ n).2) / 2 := rfl
    rw [hv, pow_succ]
    linarith
```

## The common limit

The bracket and the gap combine into

$$G \le V_n \le G + \frac{V_0-R_0}{2^n}, \qquad G - \frac{V_0-R_0}{2^n} \le R_n \le G,$$

and both sequences are squeezed to $G$. The theorem states five things together: the product is conserved, $V_n$ is non-increasing (`Antitone`), $R_n$ is non-decreasing (`Monotone`), and each tends to $\sqrt{V_0R_0}$. If $V_0=R_0$, the sequences are constant.

The convergence turns on Mathlib's squeeze lemma, `tendsto_of_tendsto_of_tendsto_of_le_of_le`. It takes the limits of two outer sequences and two inequalities between functions. Such an inequality means an inequality at every argument, so it is proved by a `fun n => ...` that treats one step at a time. The `show` lines then write the goal as a plain inequality between real numbers, which `linarith` closes from the gap and the bracket. The limit is identified directly, with no separate argument that one exists.

```lean
/-- **Hill averaging iteration.** For `V₀ ≥ R₀ > 0` the product of the moduli is conserved,
the upper modulus is non-increasing, the lower one is non-decreasing, and both converge to
the geometric mean `√(V₀ R₀)`. -/
theorem hill_converges {V₀ R₀ : ℝ} (hR : 0 < R₀) (hRV : R₀ ≤ V₀) :
    (∀ n, (hill V₀ R₀ n).1 * (hill V₀ R₀ n).2 = V₀ * R₀) ∧
    Antitone (fun n => (hill V₀ R₀ n).1) ∧
    Monotone (fun n => (hill V₀ R₀ n).2) ∧
    Tendsto (fun n => (hill V₀ R₀ n).1) atTop (𝓝 √(V₀ * R₀)) ∧
    Tendsto (fun n => (hill V₀ R₀ n).2) atTop (𝓝 √(V₀ * R₀)) := by
  -- the bound on the gap tends to zero
  have hg : Tendsto (fun n : ℕ => (V₀ - R₀) * (1 / 2 : ℝ) ^ n) atTop (𝓝 0) := by
    have h := (tendsto_pow_atTop_nhds_zero_of_lt_one
      (by norm_num : (0 : ℝ) ≤ 1 / 2) (by norm_num)).const_mul (V₀ - R₀)
    rwa [mul_zero] at h
  have hup : Tendsto (fun n : ℕ => √(V₀ * R₀) + (V₀ - R₀) * (1 / 2 : ℝ) ^ n)
      atTop (𝓝 √(V₀ * R₀)) := by
    have h := hg.const_add √(V₀ * R₀)
    rwa [add_zero] at h
  have hlo : Tendsto (fun n : ℕ => √(V₀ * R₀) - (V₀ - R₀) * (1 / 2 : ℝ) ^ n)
      atTop (𝓝 √(V₀ * R₀)) := by
    have h := hg.const_sub √(V₀ * R₀)
    rwa [sub_zero] at h
  refine ⟨hill_product (lt_of_lt_of_le hR hRV) hR,
    antitone_nat_of_succ_le fun n => (hill_step_monotone hR hRV n).1,
    monotone_nat_of_le_succ fun n => (hill_step_monotone hR hRV n).2, ?_, ?_⟩
  · refine tendsto_of_tendsto_of_tendsto_of_le_of_le tendsto_const_nhds hup
      (fun n => (hill_brackets hR hRV n).2) (fun n => ?_)
    have h1 := hill_gap hR hRV n
    have h2 := (hill_brackets hR hRV n).1
    show (hill V₀ R₀ n).1 ≤ √(V₀ * R₀) + (V₀ - R₀) * (1 / 2) ^ n
    linarith
  · refine tendsto_of_tendsto_of_tendsto_of_le_of_le hlo tendsto_const_nhds
      (fun n => ?_) (fun n => (hill_brackets hR hRV n).1)
    have h1 := hill_gap hR hRV n
    have h2 := (hill_brackets hR hRV n).2
    show √(V₀ * R₀) - (V₀ - R₀) * (1 / 2) ^ n ≤ (hill V₀ R₀ n).2
    linarith
```

## The convergence is quadratic

Halving understates the speed. Using $V_nR_n = G^2$,

$$V_{n+1} \mp G = \frac{V_n^2 + G^2 \mp 2GV_n}{2V_n} = \frac{(V_n \mp G)^2}{2V_n}.$$

Dividing the two versions and repeating the step gives

$$\frac{V_n-G}{V_n+G} = \left(\frac{V_0-G}{V_0+G}\right)^{2^n}.$$

This needs only positive starting moduli, in either order. Lean cross-multiplies instead of dividing by $2V_n$; the two sides then differ by $2G(V_nR_n-G^2)$, which is the multiple of the conservation law given to `linear_combination`.

```lean
/-- Exact error law: the relative deviation `(V - G) / (V + G)` of the first modulus from
the geometric mean `G = √(V₀ R₀)` is squared in every step. -/
theorem hill_error {V₀ R₀ : ℝ} (hV : 0 < V₀) (hR : 0 < R₀) (n : ℕ) :
    ((hill V₀ R₀ n).1 - √(V₀ * R₀)) / ((hill V₀ R₀ n).1 + √(V₀ * R₀)) =
      ((V₀ - √(V₀ * R₀)) / (V₀ + √(V₀ * R₀))) ^ 2 ^ n := by
  induction n with
  | zero => simp [hill]
  | succ n ih =>
    obtain ⟨h1, h2⟩ := hill_pos hV hR n
    have hG : 0 < √(V₀ * R₀) := Real.sqrt_pos.2 (mul_pos hV hR)
    have hp : (hill V₀ R₀ n).1 * (hill V₀ R₀ n).2 = √(V₀ * R₀) ^ 2 := by
      rw [Real.sq_sqrt (mul_pos hV hR).le, hill_product hV hR n]
    rw [pow_succ 2 n, pow_mul, ← ih, div_pow]
    simp only [hill, voigtMean]
    rw [div_eq_div_iff (by positivity) (by positivity)]
    -- the conserved product turns the step into a perfect square
    linear_combination 2 * √(V₀ * R₀) * hp
```

For the opening example $G=2$, and the pairs are

| $n$ | $V_n$ | $R_n$ | $(V_n-G)/(V_n+G)$ |
|---|---|---|---|
| 0 | 4 | 1 | 1/3 |
| 1 | 2.5 | 1.6 | 1/9 |
| 2 | 2.05 | 1.9512 | 1/81 |
| 3 | 2.0006 | 1.9994 | 1/6561 |

## Stiffness and compliance agree

Taking reciprocals exchanges the bounds, so the compliance iteration starts from $(1/R_0, 1/V_0)$. One step on $(1/R, 1/V)$ gives

$$\frac12\left(\frac1R+\frac1V\right) = \frac{V+R}{2VR} = \frac1{R'}, \qquad \frac{2/(RV)}{1/R+1/V} = \frac{2}{V+R} = \frac1{V'}.$$

The compliance pair after $n$ steps is therefore exactly $(1/R_n, 1/V_n)$, again for any positive start. The induction rewrites the sum of reciprocals as $(V+R)/(VR)$ and simplifies each component.

```lean
/-- Iterating on the compliances `(1/R₀, 1/V₀)` gives at every step the reciprocals of the
stiffness iterates, with the two bounds exchanged. -/
theorem hill_compliance {V₀ R₀ : ℝ} (hV : 0 < V₀) (hR : 0 < R₀) (n : ℕ) :
    hill R₀⁻¹ V₀⁻¹ n = ((hill V₀ R₀ n).2⁻¹, (hill V₀ R₀ n).1⁻¹) := by
  induction n with
  | zero => rfl
  | succ n ih =>
    obtain ⟨h1, h2⟩ := hill_pos hV hR n
    simp only [hill, ih, voigtMean, reussMean]
    generalize (hill V₀ R₀ n).1 = V at *
    generalize (hill V₀ R₀ n).2 = R at *
    have hs : V + R ≠ 0 := by positivity
    have e : R⁻¹ + V⁻¹ = (V + R) / (V * R) := by
      field_simp
    rw [e, Prod.mk.injEq]
    constructor <;> field_simp
```

Since $G>0$, reciprocals pass to the limit, and with $R_0 \le V_0$ both compliance sequences tend to $1/G$.

```lean
/-- Both compliance sequences converge to the reciprocal of the stiffness limit
`√(V₀ R₀)`. -/
theorem hill_compliance_converges {V₀ R₀ : ℝ} (hR : 0 < R₀) (hRV : R₀ ≤ V₀) :
    Tendsto (fun n => (hill R₀⁻¹ V₀⁻¹ n).1) atTop (𝓝 (√(V₀ * R₀))⁻¹) ∧
    Tendsto (fun n => (hill R₀⁻¹ V₀⁻¹ n).2) atTop (𝓝 (√(V₀ * R₀))⁻¹) := by
  have hV : 0 < V₀ := lt_of_lt_of_le hR hRV
  have hG : √(V₀ * R₀) ≠ 0 := (Real.sqrt_pos.2 (mul_pos hV hR)).ne'
  obtain ⟨-, -, -, h1, h2⟩ := hill_converges hR hRV
  simp only [hill_compliance hV hR]
  exact ⟨h2.inv₀ hG, h1.inv₀ hG⟩

end

end HillAveragingIteration
```

```lean
#print axioms HillAveragingIteration.hill_converges
#print axioms HillAveragingIteration.hill_error
#print axioms HillAveragingIteration.hill_compliance_converges
```

```
'HillAveragingIteration.hill_converges' depends on axioms: [propext, Classical.choice, Quot.sound]
'HillAveragingIteration.hill_error' depends on axioms: [propext, Classical.choice, Quot.sound]
'HillAveragingIteration.hill_compliance_converges' depends on axioms: [propext, Classical.choice, Quot.sound]
```

When single-crystal elastic constants from an electronic-structure calculation are reduced to Voigt and Reuss bounds, this gives a way of merging one pair of scalar bounds that does not depend on the stiffness or compliance description. When the two bounds differ, $\sqrt{V_0R_0}$ is in general only an estimate: the true effective modulus can also depend on the microstructure, which does not enter the iteration. When they coincide, as for the bulk modulus of a single-phase polycrystal of cubic crystals, their common value is the effective modulus.
